# Closed form of the odd-power Boys integral for nonzero $T$

## Charge and nuclear attraction inside a sphere

Take a single Gaussian orbital centred on a nucleus of charge $Z$,
$$\chi(\mathbf r) = N\, r^{l}\, e^{-\alpha r^2}\, Y(\hat{\mathbf r}),$$
where $r$ is the distance from the nucleus, $\alpha > 0$ the exponent, $l$ a natural number, $Y$ a normalised spherical harmonic of degree $l$, and $N$ a real normalisation constant. Two quantities can be asked of the region inside a sphere of radius $R$ around the nucleus. One is the probability of finding the electron there. The other is the part of the nuclear attraction energy, with potential $-Z/r$ in atomic units, that comes from that region. After the angular integration they are
$$P(R) = N^2 \int_0^R r^{2l+2} e^{-2\alpha r^2}\,dr, \qquad V(R) = -Z N^2 \int_0^R r^{2l+1} e^{-2\alpha r^2}\,dr .$$
The two differ by one power of $r$. Scaling $r = Rt$ and writing $T = 2\alpha R^2$ turns the first integral into $R^{2l+3} F_{l+1}(T)$, where
$$F_n(T) = \int_0^1 t^{2n} e^{-Tt^2}\,dt$$
is the Boys function of natural order $n$, familiar from nuclear attraction and electron repulsion integrals over Gaussians. Its lowest member is an error function, $F_0(T) = \tfrac12\sqrt{\pi/T}\,\operatorname{erf}\sqrt T$ for $T > 0$. The same scaling turns the second integral into $R^{2l+2} G_l(T)$, where for a natural number $m$
$$G_m(T) = \int_0^1 t^{2m+1} e^{-Tt^2}\,dt .$$
The question is whether $G_m$ also requires the error function. It does not: for $T \neq 0$ it is an exponential times a polynomial, subtracted from one, multiplied by the constant $m!/2$ and divided by $T^{m+1}$, and at $T = 0$ it is a rational number. For one primitive Gaussian on the same centre as the nucleus, this gives the attraction energy accumulated inside a finite sphere in closed form.

## The closed form and three companion results

Let $S_m(y)$ be the exponential series cut off after order $m$,
$$S_m(y) = \sum_{k=0}^{m} \frac{y^k}{k!}.$$
The main result is that for every natural number $m$ and every real $T \neq 0$,
$$G_m(T) = \frac{m!}{2\,T^{m+1}}\Bigl(1 - e^{-T} S_m(T)\Bigr).$$
Three further facts accompany it, each for every natural $m$:
$$G_m(0) = \frac{1}{2m+2},$$
$$2T\,G_{m+1}(T) = (2m+2)\,G_m(T) - e^{-T} \quad \text{for all real } T,$$
$$G_m(T) < \frac{m!}{2\,T^{m+1}} \quad \text{for } T > 0 .$$

In Lean, $S_m(y)$ is `truncExp m y`, a sum over `range (m + 1)`, which is the set $\{0, 1, \dots, m\}$; the index $m$ is therefore the highest power kept, and the sum has $m+1$ terms. The notation `k !` is the factorial of the natural number $k$, cast to a real number before the division. The term $k = 0$ equals one for every $y$, including $y = 0$, where the usual power-series convention $0^0 = 1$ applies. The function $G_m(T)$ is `oddBoys m T`, an interval integral from `0` to `1` of `t ^ (2 * m + 1) * exp (-(T * t ^ 2))`. The integrand is continuous, so this is the ordinary integral of calculus. The order counts from zero: `oddBoys 0 T` has the integrand $t\,e^{-Tt^2}$.

The main theorem is `oddBoys_closed_form`, and its only hypothesis is `hT : T ≠ 0`. In the physical setting above $T = 2\alpha R^2$ is positive, but the theorem also covers negative $T$, where the integrand grows with $t$ and the integral over a finite interval is still well defined. At $T = 0$ Lean's convention for division by zero would give the right-hand side the value $0$, while `oddBoys_zero` shows that the integral is $1/(2m+2)$, so the hypothesis excludes a point where the equation would be false. The recurrence `oddBoys_recurrence` has no hypothesis on $T$, and the bound `oddBoys_lt` assumes `0 < T`.

A more general identity, `odd_moment_upTo`, keeps the upper limit $R$ free and avoids division:
$$2\,T^{m+1} \int_0^R t^{2m+1} e^{-Tt^2}\,dt = m!\,\Bigl(1 - e^{-TR^2} S_m(TR^2)\Bigr)$$
for all real $T$ and $R$. Here $T$ plays the part of the exponent itself, $2\alpha$ in the orbital example, and $t$ that of the radius, so the integral in $V(R)$ is covered directly with $m = l$. Both $T$ and $R$ are plain real numbers without units. The interval integral is oriented, so a negative $R$ is allowed and follows the sign convention $\int_0^R = -\int_R^0$.

The theorems concern the one-dimensional integral with a finite upper limit and a real exponent. The orbital, the angular integration and the even-power function $F_n$ with its error function serve as background here and have no theorem in the file. All statements are about exact real numbers; in floating-point arithmetic the bracket $1 - e^{-T}S_m(T)$ is a difference of nearly equal numbers when $|T|$ is small, and rounding is not addressed.

## A derivative that telescopes

Two properties of the truncated series are immediate from its definition:
$$S_{m+1}(y) = S_m(y) + \frac{y^{m+1}}{(m+1)!}, \qquad S_m(0) = 1 .$$
The central step is the derivative
$$\frac{d}{dy}\Bigl[e^{-y} S_m(y)\Bigr] = -\,e^{-y}\,\frac{y^m}{m!},$$
which follows by induction on $m$. For $m = 0$ the series is the constant $1$, and the derivative of $e^{-y}$ is $-e^{-y} = -e^{-y}\,y^0/0!$. Suppose the formula holds at order $m$. Splitting off the new term,
$$e^{-y} S_{m+1}(y) = e^{-y} S_m(y) + e^{-y}\,\frac{y^{m+1}}{(m+1)!}.$$
The new power has the derivative
$$\frac{d}{dy}\,\frac{y^{m+1}}{(m+1)!} = \frac{(m+1)\,y^m}{(m+1)\,m!} = \frac{y^m}{m!},$$
so the product rule and the induction hypothesis give
$$\frac{d}{dy}\Bigl[e^{-y} S_{m+1}(y)\Bigr] = -e^{-y}\frac{y^m}{m!} + \left(-e^{-y}\frac{y^{m+1}}{(m+1)!} + e^{-y}\frac{y^m}{m!}\right) = -e^{-y}\frac{y^{m+1}}{(m+1)!}.$$
The two terms of order $m$ cancel, and only the highest power survives.

## The substitution $y = Tt^2$

Put $y = Tt^2$, so that $dy/dt = 2Tt$, and define
$$A(t) = -\,m!\; e^{-Tt^2}\, S_m(Tt^2).$$
The chain rule gives
$$A'(t) = -\,m!\left(-e^{-Tt^2}\,\frac{(Tt^2)^m}{m!}\right) 2Tt = 2\,T^{m+1}\, t^{2m+1}\, e^{-Tt^2}.$$
The factor $2Tt$ from the inner derivative supplies one power of $t$, and $(Tt^2)^m$ supplies an even number of them, so the total power is odd. The fundamental theorem of calculus now evaluates the integral. At the lower limit $A(0) = -m!\,e^{0} S_m(0) = -m!$, and therefore
$$2\,T^{m+1}\int_0^R t^{2m+1}e^{-Tt^2}\,dt = A(R) - A(0) = m!\,\Bigl(1 - e^{-TR^2}S_m(TR^2)\Bigr).$$
Nothing has been divided by $T$, so this holds for every real $T$; at $T = 0$ it reads $0 = 0$. Setting $R = 1$ gives the cleared form
$$2\,T^{m+1} G_m(T) = m!\,\bigl(1 - e^{-T}S_m(T)\bigr),$$
and for $T \neq 0$ division by $2T^{m+1}$ gives the closed form.

## The point $T = 0$, the recurrence and the bound

At $T = 0$ the exponential equals one, and $G_m(0) = \int_0^1 t^{2m+1}\,dt = 1/(2m+2)$.

For the recurrence with $T \neq 0$, write the cleared form at order $m+1$ and split off the last term of the series:
$$2\,T^{m+2}G_{m+1} = (m+1)!\,\bigl(1 - e^{-T}S_m\bigr) - e^{-T}\,T^{m+1}.$$
Since $(m+1)! = (m+1)\,m!$, the first term on the right is $(m+1)$ times the cleared form at order $m$, that is $(2m+2)\,T^{m+1}G_m$. Every term now carries the factor $T^{m+1}$, and cancelling it leaves $2T\,G_{m+1} = (2m+2)\,G_m - e^{-T}$. At $T = 0$ the cancellation is not available, but the left side is zero and the right side is $(2m+2)\cdot\frac{1}{2m+2} - 1 = 0$.

For the bound, let $T > 0$. Every term $T^k/k!$ is positive, so $S_m(T) > 0$ and $e^{-T}S_m(T) > 0$. The prefactor $m!/(2T^{m+1})$ is positive as well, so the closed form is the prefactor minus a positive quantity.

## Values at $T = 2$

With $e^{-2} \approx 0.135335$ the truncated series are $S_0(2) = 1$, $S_1(2) = 1 + 2 = 3$ and $S_2(2) = 1 + 2 + 2 = 5$. The closed form gives
$$G_0(2) = \tfrac14\,(1 - e^{-2}) \approx 0.216166,$$
$$G_1(2) = \tfrac18\,(1 - 3e^{-2}) \approx 0.074249,$$
$$G_2(2) = \tfrac{2}{16}\,(1 - 5e^{-2}) \approx 0.040415 .$$
The recurrence at $m = 0$ requires $4G_1 = 2G_0 - e^{-2}$, and both sides are $0.296997$. At $m = 1$ it requires $4G_2 = 4G_1 - e^{-2}$, and both sides are $0.161662$. The upper bounds $m!/(2\cdot 2^{m+1})$ are $\tfrac14$, $\tfrac18$ and $\tfrac18$, each above the corresponding value.

A quadrature that does not use the formula agrees. The integrand $t^3e^{-2t^2}$ of $G_1(2)$ takes the values $0$, $0.013789$, $0.075816$, $0.136963$, $0.135335$ at $t = 0, \tfrac14, \tfrac12, \tfrac34, 1$. Simpson's rule with step $\tfrac14$ gives
$$\tfrac1{12}\bigl[0 + 4(0.013789) + 2(0.075816) + 4(0.136963) + 0.135335\bigr] \approx 0.07416,$$
within about $10^{-4}$ of the closed-form value.

## The Lean source

```lean
import Mathlib

open Real Finset
open scoped Nat

namespace OddPowerBoys

noncomputable section

/-- The exponential series truncated after order `m`: the sum of `y^k / k!` over `k ≤ m`. -/
def truncExp (m : ℕ) (y : ℝ) : ℝ := ∑ k ∈ range (m + 1), y ^ k / (k ! : ℝ)

/-- The odd-power analogue of the Boys function: the integral over `[0,1]` of
`t^(2m+1) exp(-T t^2)`. -/
def oddBoys (m : ℕ) (T : ℝ) : ℝ := ∫ t in (0 : ℝ)..1, t ^ (2 * m + 1) * exp (-(T * t ^ 2))

/-- Raising the truncation order by one adds the term `y^(m+1) / (m+1)!`. -/
theorem truncExp_succ (m : ℕ) (y : ℝ) :
    truncExp (m + 1) y = truncExp m y + y ^ (m + 1) / ((m + 1)! : ℝ) := by
  unfold truncExp
  rw [Finset.sum_range_succ _ (m + 1)]

/-- Every truncated exponential series equals one at zero argument. -/
theorem truncExp_zero (m : ℕ) : truncExp m 0 = 1 := by
  induction m with
  | zero => simp [truncExp]
  | succ m ih => rw [truncExp_succ, ih]; simp

/-- The derivative of `exp(-y)` times the truncated series of order `m` is the single
term `-exp(-y) y^m / m!`. -/
theorem hasDerivAt_exp_mul_truncExp (m : ℕ) (y : ℝ) :
    HasDerivAt (fun y => exp (-y) * truncExp m y) (-(exp (-y) * (y ^ m / (m ! : ℝ)))) y := by
  have he : HasDerivAt (fun y : ℝ => exp (-y)) (-exp (-y)) y :=
    ((hasDerivAt_id' y).fun_neg.exp).congr_deriv (by ring)
  induction m with
  | zero =>
    have e : (fun y : ℝ => exp (-y) * truncExp 0 y) = fun y => exp (-y) := by
      funext y
      simp [truncExp]
    rw [e]
    exact he.congr_deriv (by simp)
  | succ m ih =>
    have hp : HasDerivAt (fun y : ℝ => y ^ (m + 1) / ((m + 1)! : ℝ)) (y ^ m / (m ! : ℝ)) y := by
      have h : ((m + 1 : ℕ) : ℝ) ≠ 0 := by positivity
      refine ((hasDerivAt_pow (m + 1) y).div_const ((m + 1)! : ℝ)).congr_deriv ?_
      rw [Nat.add_sub_cancel, Nat.factorial_succ, Nat.cast_mul, mul_div_mul_left _ _ h]
    have e : (fun y : ℝ => exp (-y) * truncExp (m + 1) y)
        = fun y => exp (-y) * truncExp m y + exp (-y) * (y ^ (m + 1) / ((m + 1)! : ℝ)) := by
      funext y
      rw [truncExp_succ]
      ring
    rw [e]
    -- the order-`m` terms cancel: the derivative telescopes
    refine (ih.fun_add (he.fun_mul hp)).congr_deriv ?_
    ring

/-- The function `-m! exp(-T t^2)` times the truncated series at `T t^2` is an
antiderivative in `t` of `2 T^(m+1) t^(2m+1) exp(-T t^2)`. -/
theorem hasDerivAt_antiderivative (m : ℕ) (T t : ℝ) :
    HasDerivAt (fun t => -(m ! : ℝ) * (exp (-(T * t ^ 2)) * truncExp m (T * t ^ 2)))
      (2 * T ^ (m + 1) * (t ^ (2 * m + 1) * exp (-(T * t ^ 2)))) t := by
  have hq : HasDerivAt (fun t : ℝ => T * t ^ 2) (T * (2 * t)) t :=
    ((hasDerivAt_pow 2 t).const_mul T).congr_deriv (by norm_num)
  -- chain rule for the substitution `y = T t^2`
  have h := HasDerivAt.comp t (hasDerivAt_exp_mul_truncExp m (T * t ^ 2)) hq
  have h2 : HasDerivAt (fun t : ℝ => exp (-(T * t ^ 2)) * truncExp m (T * t ^ 2))
      (-(exp (-(T * t ^ 2)) * ((T * t ^ 2) ^ m / (m ! : ℝ))) * (T * (2 * t))) t := h
  have hc : (m ! : ℝ) * (m ! : ℝ)⁻¹ = 1 := mul_inv_cancel₀ (by positivity)
  refine (h2.const_mul (-(m ! : ℝ))).congr_deriv ?_
  linear_combination (exp (-(T * t ^ 2)) * (T * t ^ 2) ^ m * (T * (2 * t))) * hc

/-- For any real exponent `T` and upper limit `R`, `2 T^(m+1)` times the integral from `0`
to `R` of `t^(2m+1) exp(-T t^2)` is `m!` times one minus `exp(-T R^2)` times the truncated
series at `T R^2`. -/
theorem odd_moment_upTo (m : ℕ) (T R : ℝ) :
    2 * T ^ (m + 1) * ∫ t in (0 : ℝ)..R, t ^ (2 * m + 1) * exp (-(T * t ^ 2))
      = (m ! : ℝ) * (1 - exp (-(T * R ^ 2)) * truncExp m (T * R ^ 2)) := by
  have hcont : Continuous fun t : ℝ =>
      2 * T ^ (m + 1) * (t ^ (2 * m + 1) * exp (-(T * t ^ 2))) := by fun_prop
  -- fundamental theorem of calculus
  have h := intervalIntegral.integral_eq_sub_of_hasDerivAt (a := 0) (b := R)
    (fun t _ => hasDerivAt_antiderivative m T t) (hcont.intervalIntegrable _ _)
  have z : T * (0 : ℝ) ^ 2 = 0 := by ring
  rw [intervalIntegral.integral_const_mul] at h
  rw [h]
  simp only [z, truncExp_zero, neg_zero, Real.exp_zero]
  ring

/-- For every real `T`, `2 T^(m+1)` times the odd-power Boys analogue equals
`m!` times one minus `exp(-T)` times the truncated series at `T`. -/
theorem oddBoys_cleared (m : ℕ) (T : ℝ) :
    2 * T ^ (m + 1) * oddBoys m T = (m ! : ℝ) * (1 - exp (-T) * truncExp m T) := by
  have h := odd_moment_upTo m T 1
  rw [one_pow, mul_one] at h
  exact h

/-- For nonzero real `T`, the integral over `[0,1]` of `t^(2m+1) exp(-T t^2)` equals
`m! / (2 T^(m+1))` times one minus `exp(-T)` times the sum of `T^k / k!` over `k ≤ m`. -/
theorem oddBoys_closed_form (m : ℕ) {T : ℝ} (hT : T ≠ 0) :
    oddBoys m T = (m ! : ℝ) / (2 * T ^ (m + 1)) * (1 - exp (-T) * truncExp m T) := by
  have hne : 2 * T ^ (m + 1) ≠ 0 := mul_ne_zero two_ne_zero (pow_ne_zero _ hT)
  rw [div_mul_eq_mul_div, eq_div_iff hne, ← oddBoys_cleared]
  ring

/-- At `T = 0` the odd-power Boys analogue equals `1 / (2m+2)`. -/
theorem oddBoys_zero (m : ℕ) : oddBoys m 0 = 1 / (2 * (m : ℝ) + 2) := by
  unfold oddBoys
  simp only [zero_mul, neg_zero, Real.exp_zero, mul_one, integral_pow]
  rw [one_pow, zero_pow (by omega)]
  push_cast
  ring

/-- For every real `T`, successive orders are linked by
`2 T G_(m+1)(T) = (2m+2) G_m(T) - exp(-T)`, where `G_m` is the odd-power Boys analogue. -/
theorem oddBoys_recurrence (m : ℕ) (T : ℝ) :
    2 * T * oddBoys (m + 1) T = (2 * (m : ℝ) + 2) * oddBoys m T - exp (-T) := by
  rcases eq_or_ne T 0 with rfl | hT
  · have h : (2 * (m : ℝ) + 2) ≠ 0 := by positivity
    rw [oddBoys_zero m, mul_one_div_cancel h]
    simp
  · have h0 := oddBoys_cleared m T
    have h1 := oddBoys_cleared (m + 1) T
    rw [truncExp_succ] at h1
    have hc : ((m + 1)! : ℝ) * ((m + 1)! : ℝ)⁻¹ = 1 := mul_inv_cancel₀ (by positivity)
    have hf : ((m + 1)! : ℝ) = ((m : ℝ) + 1) * (m ! : ℝ) := by
      rw [Nat.factorial_succ]
      push_cast
      ring
    -- compare the closed forms of the two orders after multiplying by `T^(m+1)`
    apply mul_left_cancel₀ (pow_ne_zero (m + 1) hT)
    linear_combination h1 - ((m : ℝ) + 1) * h0 - exp (-T) * T ^ (m + 1) * hc
      + (1 - exp (-T) * truncExp m T) * hf

/-- For `T > 0` the odd-power Boys analogue lies strictly below `m! / (2 T^(m+1))`. -/
theorem oddBoys_lt (m : ℕ) {T : ℝ} (hT : 0 < T) :
    oddBoys m T < (m ! : ℝ) / (2 * T ^ (m + 1)) := by
  have hs : 0 < truncExp m T := by
    unfold truncExp
    exact Finset.sum_pos (fun k _ => by positivity) ⟨0, by simp⟩
  have hp : 0 < exp (-T) * truncExp m T := mul_pos (exp_pos _) hs
  have hA : 0 < (m ! : ℝ) / (2 * T ^ (m + 1)) := by positivity
  have hAp := mul_pos hA hp
  rw [oddBoys_closed_form m hT.ne', mul_sub, mul_one]
  linarith

end

end OddPowerBoys
```

```lean
#print axioms OddPowerBoys.oddBoys_closed_form
#print axioms OddPowerBoys.oddBoys_recurrence
#print axioms OddPowerBoys.oddBoys_lt
```

```
'OddPowerBoys.oddBoys_closed_form' depends on axioms: [propext, Classical.choice, Quot.sound]
'OddPowerBoys.oddBoys_recurrence' depends on axioms: [propext, Classical.choice, Quot.sound]
'OddPowerBoys.oddBoys_lt' depends on axioms: [propext, Classical.choice, Quot.sound]
```

## Series and derivatives in Lean

The lemma `truncExp_succ` is the rule for adding one term, obtained by peeling the last summand off with `Finset.sum_range_succ`. The lemma `truncExp_zero` is the value $S_m(0) = 1$; the zero in its name refers to the argument, and the order $m$ is arbitrary. It is proved by induction, each new term $0^{m+1}/(m+1)!$ being zero.

Derivatives are stated with `HasDerivAt f f' x`, which says that the function `f` is differentiable at `x` and that its derivative there is the number `f'`. The recurring pattern is to assemble such a statement from the rules for sums, products and compositions, which produce the derivative in an unsimplified form, and then to use `congr_deriv` to replace that form by the intended one, leaving an algebraic equation to be proved.

In `hasDerivAt_exp_mul_truncExp`, the derivative of $e^{-y}$ is established first as `he` and used in both cases of the induction. In the base case the function is rewritten as $e^{-y}$ alone. In the step, `hp` is the derivative of $y^{m+1}/(m+1)!$, where `Nat.factorial_succ` exposes the factor $m+1$ and `mul_div_mul_left` cancels it. The equation `e` splits $e^{-y}S_{m+1}$ into the two summands written above. The term `ih.fun_add (he.fun_mul hp)` is the sum rule applied to the induction hypothesis and the product rule, and it yields the three-term expression of the derivation; `ring` performs the cancellation of the order-$m$ terms.

In `hasDerivAt_antiderivative`, `hq` is $dy/dt = 2Tt$, and `HasDerivAt.comp` is the chain rule, with the outer derivative evaluated at `T * t ^ 2`. Multiplication by $-m!$ follows with `const_mul`. What remains is to cancel $m!$ against $1/m!$ and to collect powers. The cancellation needs $m! \neq 0$, which is recorded in `hc` as $m!\,(m!)^{-1} = 1$. The tactic `linear_combination` multiplies `hc` by $e^{-Tt^2}(Tt^2)^m\,2Tt$ and checks that the goal differs from the result by a polynomial identity, which includes $(Tt^2)^m \cdot 2Tt = 2T^{m+1}t^{2m+1}$.

## From the antiderivative to the final theorems

The theorem `odd_moment_upTo` applies `intervalIntegral.integral_eq_sub_of_hasDerivAt`, the fundamental theorem of calculus in the form $\int_a^b A' = A(b) - A(a)$. It takes two inputs: the derivative at each point of the interval, supplied by the previous lemma, and integrability of $A'$, which follows from the continuity statement `hcont`. The constant $2T^{m+1}$ is then moved outside the integral, the lower limit is evaluated with `truncExp_zero` and $e^0 = 1$, and `ring` rearranges $A(R) - A(0)$ into the stated form.

Setting $R = 1$ gives `oddBoys_cleared`. In `oddBoys_closed_form` the hypothesis `hT` enters in one place, the proof `hne` that $2T^{m+1} \neq 0$; with it, `eq_div_iff` multiplies the denominator across, and the goal becomes the cleared form up to the order of factors. The theorem `oddBoys_zero` does not use the antiderivative $A$: once the exponential has been simplified to one, `integral_pow` evaluates the integral of the power.

The proof of `oddBoys_recurrence` splits on whether $T = 0$. The first branch inserts `oddBoys_zero` and cancels $2m+2$. In the second, `h0` and `h1` are the cleared forms at orders $m$ and $m+1$, with the last term of the series split off in `h1`. The step `mul_left_cancel₀` reduces the goal to the same equation multiplied by $T^{m+1}$, which is legitimate because $T^{m+1} \neq 0$. The final `linear_combination` takes `h1` minus $(m+1)$ times `h0`, uses `hc` to reduce $(m+1)!\cdot T^{m+1}/(m+1)!$ to $T^{m+1}$, and uses `hf`, the identity $(m+1)! = (m+1)\,m!$, to match the two remaining terms.

In `oddBoys_lt`, `Finset.sum_pos` shows $S_m(T) > 0$ from the positivity of each term and the fact that the index set contains $0$, so the argument holds at $m = 0$ as well. The product `hAp` of the positive prefactor and the positive $e^{-T}S_m(T)$ is the amount subtracted in the closed form, and `linarith` concludes the strict inequality.
